# The second-order term in Feynman's weak-coupling polaron energy has minimum $-\alpha^2/81$

An electron in a polar crystal distorts the lattice around it and carries the distortion along. The electron with its distortion is a polaron, and its energy lies below that of the bare band electron. The dimensionless Fröhlich coupling $\alpha$ measures how strongly the electron couples to the optical phonons. How far does the energy drop when $\alpha$ is small?

Feynman's variational method replaces the lattice by a single fictitious mass tied to the electron by a spring. The trial action has two frequencies: $w$, at which the fictitious mass oscillates when the electron is held fixed, and $v$, at which the two oscillate against each other. Write $v=(1+x)w$, where $x$ is the relative frequency shift, often called $\varepsilon$. Energies are in units of the phonon energy $\hbar\omega_{\mathrm{LO}}$ and frequencies in units of $\omega_{\mathrm{LO}}$. In three dimensions and at zero temperature, for small $\alpha$ and $x$ of order $\alpha$, the variational energy is $-\alpha+E(\alpha,w,x)$ up to terms of third order, where

$$E(\alpha,w,x)=\frac{3w}{4}x^2-\alpha x\,(1-P(w)),\qquad P(w)=\frac{2}{w}\left(\sqrt{1+w}-1\right).$$

The first term of $E$ is the cost of binding the fictitious mass to the electron, and the second is the gain in interaction energy. The claim is that for all $w>0$ and all real $\alpha$ and $x$,

$$E(\alpha,w,x)\ \ge\ -\frac{\alpha^2}{81},$$

with equality at $w=3$, $x=2\alpha/27$. If $\alpha\neq0$, equality holds nowhere else.

## Minimising first over the shift, then over the frequency

Let $s=\sqrt{1+w}$, so that $s>1$ and $w=s^2-1=(s-1)(s+1)$. Then

$$P(w)=\frac{2(s-1)}{(s-1)(s+1)}=\frac{2}{s+1},\qquad 1-P(w)=\frac{s-1}{s+1}.$$

At fixed $w$ the energy is a quadratic in $x$ with positive leading coefficient. Its derivative $\tfrac{3w}{2}x-\alpha(1-P)$ vanishes at

$$x^*=\frac{2\alpha(1-P)}{3w},$$

and completing the square gives

$$E=\frac{3w}{4}(x-x^*)^2-\alpha^2\,\frac{(1-P)^2}{3w}.$$

The best energy at frequency $w$ is therefore $-\alpha^2$ times a coefficient that depends on $w$ alone. In terms of $s$ this coefficient is

$$\frac{(1-P)^2}{3w}=\frac{(s-1)^2}{(s+1)^2}\cdot\frac{1}{3(s-1)(s+1)}=\frac{s-1}{3(s+1)^3}.$$

To find its largest value, subtract it from $1/81$:

$$\frac1{81}-\frac{s-1}{3(s+1)^3}=\frac{(s+1)^3-27(s-1)}{81(s+1)^3}.$$

The numerator is $s^3+3s^2-24s+28=(s-2)^2(s+7)$, which is nonnegative and vanishes, for $s>1$, only at $s=2$. Inserting this into the completed square yields

$$E+\frac{\alpha^2}{81}=\frac{3w}{4}(x-x^*)^2+\alpha^2\,\frac{(s-2)^2(s+7)}{81(s+1)^3}\ \ge 0.$$

Equality requires both terms on the right to vanish. If $\alpha\ne0$, the second forces $s=2$, hence $w=3$. Then $P(3)=2/3$, and the first forces $x=x^*=2\alpha\cdot\tfrac13/9=2\alpha/27$. If $\alpha=0$, the energy is $\tfrac{3w}{4}x^2$, which is zero at $x=0$ for every $w$, so the frequency is undetermined.

## The energy and its parameters in Lean

```lean
import Mathlib

noncomputable section

namespace FeynmanPolaronWeakCoupling
```

All quantities are real numbers. The function $P$ is transcribed directly.

```lean
/-- The function `P(w) = (2/w)(√(1+w) - 1)` of Feynman's weak-coupling expansion,
for a trial frequency `w > 0`. -/
def P (w : ℝ) : ℝ := 2 / w * (Real.sqrt (1 + w) - 1)
```

The next definition is $E(\alpha,w,x)$. The name `energy` refers to the second-order part only: the first-order term $-\alpha$ does not depend on $w$ or $x$ and is left out.

```lean
/-- The second-order energy at coupling `α`, for trial frequencies `w` and `v = (1 + x) w`. -/
def energy (α w x : ℝ) : ℝ := 3 * w / 4 * x ^ 2 - α * x * (1 - P w)
```

The frequency $v$ does not appear as a variable; it enters through $x$. The optimal shift $x^*$ has its own name.

```lean
/-- The relative frequency shift `2α(1 - P(w))/(3w)`, for `w > 0`. -/
def optimalShift (α w : ℝ) : ℝ := 2 * α * (1 - P w) / (3 * w)
```

The definitions take the expanded energy as their starting point. The step from Feynman's full variational integral to this quadratic expression is an expansion in small $\alpha$ and $x$, and it is assumed here, not derived. The theorems let $x$ range over all real numbers, although the spring model needs $v\ge w$, that is $x\ge0$. For $\alpha>0$ the minimiser has $x>0$, so the wider range does not change the minimum.

## The optimal shift at fixed frequency

The first lemma is the rationalised form of $1-P$.

```lean
/-- For `w > 0`, the factor `1 - P(w)` equals `(s - 1)/(s + 1)` with `s = √(1+w)`. -/
theorem one_sub_P {w : ℝ} (hw : 0 < w) :
    1 - P w = (Real.sqrt (1 + w) - 1) / (Real.sqrt (1 + w) + 1) := by
  have hs := Real.sq_sqrt (show 0 ≤ 1 + w by linarith)
  have h0 := Real.sqrt_nonneg (1 + w)
  unfold P
  generalize Real.sqrt (1 + w) = s at hs h0 ⊢
  have hs1 : s + 1 ≠ 0 := by positivity
  -- rationalise the square root: (s - 1)(s + 1) = w
  have key : 2 / w * (s - 1) * (s + 1) = 2 := by
    have h1 : (s - 1) * (s + 1) = w := by linear_combination hs
    rw [mul_assoc, h1]
    exact div_mul_cancel₀ 2 hw.ne'
  rw [eq_div_iff hs1]
  linear_combination -key
```

The proof replaces the square root by a variable `s`, keeping only $s^2=1+w$ and $s\ge0$. The intermediate statement `key` says that $P(w)(s+1)=2$, which follows from $(s-1)(s+1)=w$. Clearing the denominator $s+1$ then leaves a linear consequence of `key`.

Completing the square does not depend on the form of $P$, so the proof treats $P(w)$ as an arbitrary number `p`. After the denominators are cleared, `ring` confirms the identity.

```lean
/-- For `w > 0`, the energy is a perfect square in the shift `x`, centred at the optimal shift,
minus `α²(1 - P(w))²/(3w)`. -/
theorem energy_eq_square {w : ℝ} (hw : 0 < w) (α x : ℝ) :
    energy α w x = 3 * w / 4 * (x - optimalShift α w) ^ 2
      - α ^ 2 * ((1 - P w) ^ 2 / (3 * w)) := by
  unfold energy optimalShift
  generalize P w = p
  have hw0 : w ≠ 0 := hw.ne'
  field_simp
  ring
```

The bound at fixed frequency follows, together with its equality case: the energy reaches $-\alpha^2(1-P)^2/(3w)$ if and only if $x=x^*$.

```lean
/-- At a fixed trial frequency `w > 0` the energy is at least `-α²(1 - P(w))²/(3w)`, with
equality exactly at the optimal shift. -/
theorem energy_fixed_frequency {w : ℝ} (hw : 0 < w) (α x : ℝ) :
    -(α ^ 2 * ((1 - P w) ^ 2 / (3 * w))) ≤ energy α w x ∧
      (energy α w x = -(α ^ 2 * ((1 - P w) ^ 2 / (3 * w))) ↔ x = optimalShift α w) := by
  rw [energy_eq_square hw]
  have hsq : 0 ≤ 3 * w / 4 * (x - optimalShift α w) ^ 2 := by positivity
  refine ⟨by linarith, fun h => ?_, fun h => ?_⟩
  · have h1 : 3 * w / 4 * (x - optimalShift α w) ^ 2 = 0 := by linarith
    have h2 := (mul_eq_zero.mp h1).resolve_left (by positivity)
    exact sub_eq_zero.mp ((pow_eq_zero_iff two_ne_zero).mp h2)
  · rw [h]
    ring
```

The inequality holds because the square is nonnegative. For the equality case, the term $\tfrac{3w}{4}(x-x^*)^2$ must be zero; its prefactor is positive, so $x-x^*=0$. The converse is substitution.

## The optimal frequency

The identity for the coefficient carries the optimisation over $w$.

```lean
/-- For `w > 0`, the coefficient `(1 - P(w))²/(3w)` equals `1/81` minus
`(s - 2)²(s + 7)/(81(s + 1)³)`, where `s = √(1+w)`. -/
theorem coefficient_eq {w : ℝ} (hw : 0 < w) :
    (1 - P w) ^ 2 / (3 * w) = 1 / 81 -
      (Real.sqrt (1 + w) - 2) ^ 2 * (Real.sqrt (1 + w) + 7)
        / (81 * (Real.sqrt (1 + w) + 1) ^ 3) := by
  rw [one_sub_P hw]
  have hs := Real.sq_sqrt (show 0 ≤ 1 + w by linarith)
  have h0 := Real.sqrt_nonneg (1 + w)
  generalize Real.sqrt (1 + w) = s at hs h0 ⊢
  -- express the frequency through s
  have hws : w = (s - 1) * (s + 1) := by linear_combination -hs
  subst hws
  have hs1 : s + 1 ≠ 0 := by positivity
  have hs2 : s - 1 ≠ 0 := by
    intro h
    rw [h, zero_mul] at hw
    exact lt_irrefl 0 hw
  field_simp
  ring
```

As in the derivation by hand, the proof inserts $1-P=(s-1)/(s+1)$ and eliminates $w$ in favour of $(s-1)(s+1)$. The hypothesis $w>0$ excludes $s=1$, so the factor $s-1$ can be cancelled. What remains is the polynomial identity behind the factor $(s-2)^2(s+7)$.

The value of $P$ at the optimal frequency uses $\sqrt4=2$.

```lean
/-- At the trial frequency `w = 3` the function `P` takes the value `2/3`. -/
theorem P_three : P 3 = 2 / 3 := by
  unfold P
  rw [show (1 : ℝ) + 3 = 2 ^ 2 by norm_num, Real.sqrt_sq (by norm_num)]
  norm_num
```

The main theorem has two parts for every real $\alpha$: a lower bound valid for all $w>0$ and all $x$, and an explicit point at which the bound is reached. In Lean, `-α ^ 2 / 81` means $-(\alpha^2)/81$.

```lean
/-- Feynman's weak-coupling minimum: over all trial frequencies `w > 0` and all shifts `x` the
second-order energy is at least `-α²/81`, and this value is attained at `w = 3`, `x = 2α/27`. -/
theorem weak_coupling_minimum (α : ℝ) :
    (∀ w x : ℝ, 0 < w → -α ^ 2 / 81 ≤ energy α w x) ∧
      energy α 3 (2 * α / 27) = -α ^ 2 / 81 := by
  constructor
  · intro w x hw
    rw [energy_eq_square hw, coefficient_eq hw]
    -- both the detuning from the optimal shift and the deficit cost energy
    have h1 : 0 ≤ 3 * w / 4 * (x - optimalShift α w) ^ 2 := by positivity
    have h2 : 0 ≤ α ^ 2 * ((Real.sqrt (1 + w) - 2) ^ 2 * (Real.sqrt (1 + w) + 7)
        / (81 * (Real.sqrt (1 + w) + 1) ^ 3)) := by positivity
    rw [mul_sub]
    linarith
  · unfold energy
    rw [P_three]
    ring
```

For the bound, the two identities rewrite the energy as $-\alpha^2/81$ plus the two terms found by hand. The facts `h1` and `h2` state that each is nonnegative, and `linarith` adds them. For attainment, `P_three` reduces the energy at $w=3$, $x=2\alpha/27$ to arithmetic.

The last theorem identifies the minimiser for nonzero coupling.

```lean
/-- For nonzero coupling `α` and `w > 0`, the energy equals `-α²/81` only at `w = 3` and
`x = 2α/27`, and it does so there. -/
theorem minimizer_unique {α w : ℝ} (hα : α ≠ 0) (hw : 0 < w) (x : ℝ) :
    energy α w x = -α ^ 2 / 81 ↔ w = 3 ∧ x = 2 * α / 27 := by
  constructor
  · intro h
    -- the deficit must vanish, which fixes √(1+w) = 2
    have hs2 : Real.sqrt (1 + w) = 2 := by
      by_contra hne
      have hne' : Real.sqrt (1 + w) - 2 ≠ 0 := sub_ne_zero.mpr hne
      have h1 : 0 ≤ 3 * w / 4 * (x - optimalShift α w) ^ 2 := by positivity
      have h2 : 0 < α ^ 2 * ((Real.sqrt (1 + w) - 2) ^ 2 * (Real.sqrt (1 + w) + 7)
          / (81 * (Real.sqrt (1 + w) + 1) ^ 3)) := by positivity
      have h3 := h
      rw [energy_eq_square hw, coefficient_eq hw, mul_sub] at h3
      linarith
    have hw3 : w = 3 := by
      have hs := Real.sq_sqrt (show 0 ≤ 1 + w by linarith)
      rw [hs2] at hs
      linarith
    subst hw3
    refine ⟨rfl, ?_⟩
    -- at w = 3 the remaining condition is a perfect square in x
    unfold energy at h
    rw [P_three] at h
    have hx : (x - 2 * α / 27) ^ 2 = 0 := by linear_combination (4 / 9) * h
    exact sub_eq_zero.mp ((pow_eq_zero_iff two_ne_zero).mp hx)
  · rintro ⟨rfl, rfl⟩
    exact (weak_coupling_minimum α).2

end FeynmanPolaronWeakCoupling
```

Suppose the energy equals $-\alpha^2/81$. If $\sqrt{1+w}$ were different from $2$, the second of the two terms would be strictly positive, since $\alpha\neq0$, and the energy would lie above $-\alpha^2/81$. So $\sqrt{1+w}=2$, and squaring gives $w=3$. At this frequency

$$E+\frac{\alpha^2}{81}=\frac94\left(x-\frac{2\alpha}{27}\right)^2,$$

which explains the factor `4 / 9` in the code and fixes $x$. The reverse direction is the attainment part of the main theorem.

```lean
#print axioms FeynmanPolaronWeakCoupling.energy_fixed_frequency
#print axioms FeynmanPolaronWeakCoupling.weak_coupling_minimum
#print axioms FeynmanPolaronWeakCoupling.minimizer_unique
```

```
'FeynmanPolaronWeakCoupling.energy_fixed_frequency' depends on axioms: [propext, Classical.choice, Quot.sound]
'FeynmanPolaronWeakCoupling.weak_coupling_minimum' depends on axioms: [propext, Classical.choice, Quot.sound]
'FeynmanPolaronWeakCoupling.minimizer_unique' depends on axioms: [propext, Classical.choice, Quot.sound]
```

## The small-coupling limit of the trial frequencies

Combined with the expansion assumed above, the result gives a variational energy of $-\alpha-\alpha^2/81$ through second order, for small $\alpha>0$. The optimal $w$ and $v$ both tend to $3$ as $\alpha\to0$, and their difference is $v-w=2\alpha/9$ to first order. The separate first-order corrections to $w$ and $v$ depend on third-order terms in the energy, which are left out here. For a single electron coupled to one dispersionless phonon branch in the three-dimensional continuum Fröhlich model at zero temperature, the common limit and the difference offer a point of comparison for programs that minimise Feynman's full energy numerically over $v$ and $w$. Because Feynman's energy is an upper bound, $-1/81$ is the second-order coefficient of that bound and need not be that of the true ground-state energy.
